# If the kept columns of an overlap matrix are independent, the others can be replaced to make the determinant nonzero

The lemma `exists_filling` concerns a finite square matrix `S`, described in the file as an overlap matrix, though its entries may be any elements of a field. If the columns of `S` outside a set `T` are linearly independent, there is a matrix `W`, zero outside the columns in `T`, such that putting its columns in `T` in place of those of `S` gives a nonzero determinant. The proof takes a complement of the span of the kept columns. The dimension of this complement is the number of columns in `T`, and a basis of it supplies the new columns. The kept and new columns together are then independent, and what remains is to put them in the order of the original index and apply the determinant criterion `det_ne_zero_iff_cols`.

The failing Lean file:

```lean
import Mathlib

open Finset Module

namespace OrthogonalDeterminantCoupling

noncomputable section

variable {ι K : Type*} [Fintype ι] [DecidableEq ι] [Field K]

/-- The overlap matrix `S` with the columns in `T` replaced by those of `W`. -/
def replaceCols (S : Matrix ι ι K) (T : Finset ι) (W : Matrix ι ι K) : Matrix ι ι K :=
  Matrix.of fun i j => if j ∈ T then W i j else S i j

/-- A determinant is nonzero exactly when its columns are linearly independent. -/
theorem det_ne_zero_iff_cols (A : Matrix ι ι K) :
    A.det ≠ 0 ↔ LinearIndependent K (fun j i => A i j) := by
  rw [← isUnit_iff_ne_zero, ← Matrix.isUnit_iff_isUnit_det]
  exact Matrix.linearIndependent_cols_iff_isUnit.symm

/-- If the columns of `S` outside `T` are independent, the columns in `T` can be replaced so that
the determinant is nonzero, by a matrix that vanishes outside `T`. -/
theorem exists_filling (S : Matrix ι ι K) (T : Finset ι)
    (hS : LinearIndependent K (fun (j : {j // j ∉ T}) (i : ι) => S i j.1)) :
    ∃ W : Matrix ι ι K, (∀ i, ∀ j ∉ T, W i j = 0) ∧ (replaceCols S T W).det ≠ 0 := by
  -- take the new columns from a basis of a complement
  obtain ⟨Q, hQ⟩ := Submodule.exists_isCompl
    (Submodule.span K (Set.range fun (j : {j // j ∉ T}) (i : ι) => S i j.1))
  have hdim := Submodule.finrank_add_eq_of_isCompl hQ
  rw [finrank_span_eq_card hS, Module.finrank_fintype_fun_eq_card,
    Fintype.card_of_subtype Tᶜ (fun x => Finset.mem_compl)] at hdim
  have hc := Finset.card_add_card_compl T
  have hT : Fintype.card {j // j ∈ T} = T.card :=
    Fintype.card_of_subtype T (fun x => Iff.rfl)
  let e : {j // j ∈ T} ≃ Fin (finrank K Q) := Fintype.equivFinOfCardEq (by omega)
  let b := Module.finBasis K Q
  let q : {j // j ∈ T} → (ι → K) := fun j => (b (e j) : ι → K)
  have hq : LinearIndependent K q :=
    (b.linearIndependent.comp e e.injective).map' Q.subtype (Submodule.ker_subtype Q)
  have hqQ : Submodule.span K (Set.range q) ≤ Q := by
    rw [Submodule.span_le]
    rintro _ ⟨j, rfl⟩
    exact (b (e j)).2
  have hsum := hS.sum_type hq (hQ.disjoint.mono_right hqQ)
  let g : ι → {j // j ∉ T} ⊕ {j // j ∈ T} :=
    fun j => if h : j ∈ T then Sum.inr ⟨j, h⟩ else Sum.inl ⟨j, h⟩
  have hg : Function.LeftInverse (Sum.elim Subtype.val Subtype.val) g := by
    intro j
    by_cases h : j ∈ T <;> simp [g, h]
  refine ⟨Matrix.of fun i j => if h : j ∈ T then q ⟨j, h⟩ i else 0, ?_, ?_⟩
  · intro i j hj
    simp [hj]
  · rw [det_ne_zero_iff_cols]
    convert hsum.comp g hg.injective using 1
    funext j i
    by_cases h : j ∈ T <;> simp [replaceCols, g, h]

end

end OrthogonalDeterminantCoupling
```

Compiling this gives:

```
Main.lean:53:2: error: unsolved goals
case e'_5
ι : Type u_1
K : Type u_2
inst✝² : Fintype ι
inst✝¹ : DecidableEq ι
inst✝ : Field K
S : Matrix ι ι K
T : Finset ι
hS : LinearIndependent K fun j i => S i ↑j
Q : Submodule K (ι → K)
hQ : IsCompl (Submodule.span K (Set.range fun j i => S i ↑j)) Q
hdim : #Tᶜ + finrank K ↥Q = Fintype.card ι
hc : #T + #Tᶜ = Fintype.card ι
hT : Fintype.card ↥T = #T
e : ↥T ≃ Fin (finrank K ↥Q) := Fintype.equivFinOfCardEq ⋯
b : Basis (Fin (finrank K ↥Q)) K ↥Q := finBasis K ↥Q
q : ↥T → ι → K := fun j => ↑(b (e j))
hq : LinearIndependent K q
hqQ : Submodule.span K (Set.range q) ≤ Q
hsum : LinearIndependent K (Sum.elim (fun j i => S i ↑j) q)
g : ι → { j // j ∉ T } ⊕ ↥T := fun j => if h : j ∈ T then Sum.inr ⟨j, h⟩ else Sum.inl ⟨j, h⟩
hg : Function.LeftInverse (Sum.elim Subtype.val Subtype.val) g
⊢ Field.toSemifield.toDivisionSemiring.toSemiring = inst✝.toDivisionRing.toSemiring

case e'_6
ι : Type u_1
K : Type u_2
inst✝² : Fintype ι
inst✝¹ : DecidableEq ι
inst✝ : Field K
S : Matrix ι ι K
T : Finset ι
hS : LinearIndependent K fun j i => S i ↑j
Q : Submodule K (ι → K)
hQ : IsCompl (Submodule.span K (Set.range fun j i => S i ↑j)) Q
hdim : #Tᶜ + finrank K ↥Q = Fintype.card ι
hc : #T + #Tᶜ = Fintype.card ι
hT : Fintype.card ↥T = #T
e : ↥T ≃ Fin (finrank K ↥Q) := Fintype.equivFinOfCardEq ⋯
b : Basis (Fin (finrank K ↥Q)) K ↥Q := finBasis K ↥Q
q : ↥T → ι → K := fun j => ↑(b (e j))
hq : LinearIndependent K q
hqQ : Submodule.span K (Set.range q) ≤ Q
hsum : LinearIndependent K (Sum.elim (fun j i => S i ↑j) q)
g : ι → { j // j ∉ T } ⊕ ↥T := fun j => if h : j ∈ T then Sum.inr ⟨j, h⟩ else Sum.inl ⟨j, h⟩
hg : Function.LeftInverse (Sum.elim Subtype.val Subtype.val) g
⊢ Pi.addCommMonoid = Pi.addCommGroup.toAddCommMonoid
```

After these edits no error is left:

```diff
@@ -52,7 +52,12 @@
     simp [hj]
   · rw [det_ne_zero_iff_cols]
-    convert hsum.comp g hg.injective using 1
-    funext j i
-    by_cases h : j ∈ T <;> simp [replaceCols, g, h]
+    have h1 := hsum.comp g hg.injective
+    have h2 : Sum.elim (fun (j : {j // j ∉ T}) (i : ι) => S i j.1) q ∘ g =
+        fun j i => replaceCols S T
+          (Matrix.of fun i j => if h : j ∈ T then q ⟨j, h⟩ i else 0) i j := by
+      funext j i
+      by_cases h : j ∈ T <;> simp [replaceCols, g, h]
+    rw [h2] at h1
+    exact h1
 
 end
```

Diagnosis. The single error lists two goals, both left over from `convert hsum.comp g hg.injective using 1`. Besides the equality of the two families of columns, `convert` produced two equalities between instances: the semiring structure on `K`, reached by two routes from its field structure, and the additive structure on the column space, given once as `Pi.addCommMonoid` and once through `Pi.addCommGroup`. The two sides of each are equal by definition, but the check by reflexivity that `convert` makes unfolds too little to see it. The lines after `convert` proved only the equality of columns, so the other two goals were still open at the end of the bullet.

The repair keeps the same argument without `convert`. `h1` holds the independence of the reindexed family, and `h2` states only that this family equals the columns of the filled matrix, proved by the same `funext`, `by_cases` and `simp` as before. After `rw [h2] at h1`, `exact h1` closes the goal. The instances may still be written differently there, but `exact` unfolds enough to see that they agree, so they never become separate goals.
